# For a finite open system, the energy derivative of det(E − H + iWW†/2) is the determinant times the trace of the Green function, wherever the determinant is nonzero

The lemma `det_openOp_hasDerivAt` concerns a finite-dimensional system with matrix H, coupled to finitely many channels by an energy-independent matrix W. If D(E) = det(E − H + iWW†/2) is nonzero at a real energy E, then D has derivative D(E) Tr G(E) there, where G(E) is the inverse of E − H + iWW†/2. H may be any complex square matrix; it is not assumed Hermitian. The proof factors D(x) as D(E) det(1 + (x − E)G(E)), finds the derivative of det(1 + wG(E)) at w = 0 from its expansion in w, and finishes with the chain rule.

Lean 4 with Mathlib refuses this proof:

```lean
import Mathlib

open Matrix Topology
open Complex (I)
open scoped ComplexOrder

namespace WignerSmithDelay

noncomputable section

variable {n m : Type*} [Fintype n] [DecidableEq n] [Fintype m] [DecidableEq m]

/-- The operator `E - H + i W Wᴴ / 2` of a system `H` coupled to channels by `W`. -/
def openOp (H : Matrix n n ℂ) (W : Matrix n m ℂ) (E : ℝ) : Matrix n n ℂ :=
  (E : ℂ) • (1 : Matrix n n ℂ) - H + (I / 2) • (W * Wᴴ)

/-- The Green function `G(E) = (E - H + i W Wᴴ / 2)⁻¹`. -/
def green (H : Matrix n n ℂ) (W : Matrix n m ℂ) (E : ℝ) : Matrix n n ℂ :=
  (openOp H W E)⁻¹

variable {H : Matrix n n ℂ} {W : Matrix n m ℂ} {E : ℝ}

omit [DecidableEq m] in
lemma mul_green (h : (openOp H W E).det ≠ 0) : openOp H W E * green H W E = 1 :=
  Matrix.mul_nonsing_inv _ (isUnit_iff_ne_zero.mpr h)

omit [DecidableEq m] in
/-- The energy derivative of `D = det (E - H + i W Wᴴ / 2)` is `D Tr G`. -/
lemma det_openOp_hasDerivAt (h : (openOp H W E).det ≠ 0) :
    HasDerivAt (fun x : ℝ => (openOp H W x).det)
      ((openOp H W E).det * (green H W E).trace) E := by
  have h1 : HasDerivAt (fun w : ℂ => (1 + w • green H W E).det) (green H W E).trace
      ((E - E : ℝ) : ℂ) := by
    rw [sub_self, Complex.ofReal_zero]
    simp only [Matrix.det_one_add_smul]
    have h2 := (((hasDerivAt_id' (0 : ℂ)).const_mul (green H W E).trace).const_add 1).fun_add
      ((Polynomial.hasDerivAt (Matrix.det (1 + (Polynomial.X : Polynomial ℂ) •
        (green H W E).map Polynomial.C)).divX.divX 0).fun_mul
        ((hasDerivAt_id' (0 : ℂ)).fun_pow 2))
    exact h2.congr_deriv (by simp)
  have hu : HasDerivAt (fun x : ℝ => ((x - E : ℝ) : ℂ)) ((1 : ℝ) : ℂ) E :=
    ((hasDerivAt_id' E).sub_const E).ofReal_comp
  have h3 := (HasDerivAt.comp E h1 hu).const_mul (openOp H W E).det
  refine (h3.congr_deriv (by simp)).congr_of_eventuallyEq (Filter.Eventually.of_forall ?_)
  intro x
  change (openOp H W x).det =
    (openOp H W E).det * (1 + ((x - E : ℝ) : ℂ) • green H W E).det
  rw [← det_mul, mul_add, mul_one, mul_smul_comm, mul_green h]
  congr 1
  unfold openOp
  push_cast
  module

end

end WignerSmithDelay
```

The error:

```
Main.lean:35:15: warning: Possibly looping simp theorem: `det_one_add_smul`

Hint: You can disable a simp theorem from the default simp set by passing `- theoremName` to `simp`.
Main.lean:35:4: error: Tactic `simp` failed with a nested error:
maximum recursion depth has been reached
use `set_option maxRecDepth <num>` to increase limit
use `set_option diagnostics true` to get diagnostic information
```

The change, after which it compiles:

```diff
@@ -33,10 +33,11 @@
       ((E - E : ℝ) : ℂ) := by
     rw [sub_self, Complex.ofReal_zero]
-    simp only [Matrix.det_one_add_smul]
+
     have h2 := (((hasDerivAt_id' (0 : ℂ)).const_mul (green H W E).trace).const_add 1).fun_add
       ((Polynomial.hasDerivAt (Matrix.det (1 + (Polynomial.X : Polynomial ℂ) •
         (green H W E).map Polynomial.C)).divX.divX 0).fun_mul
         ((hasDerivAt_id' (0 : ℂ)).fun_pow 2))
-    exact h2.congr_deriv (by simp)
+    exact (h2.congr_deriv (by simp)).congr_of_eventuallyEq
+      (Filter.Eventually.of_forall fun w => Matrix.det_one_add_smul w (green H W E))
   have hu : HasDerivAt (fun x : ℝ => ((x - E : ℝ) : ℂ)) ((1 : ℝ) : ℂ) E :=
     ((hasDerivAt_id' E).sub_const E).ofReal_comp
```

The error comes from `simp only [Matrix.det_one_add_smul]`. That lemma rewrites `det (1 + r • M)` as 1 plus `trace M * r` plus a remainder in `r ^ 2`. The remainder is built from the determinant of `1 + X • M.map C`, a matrix over polynomials, and this has the same shape as the left-hand side. `simp` can therefore apply the lemma again to its own output, each time over a further polynomial ring, until it reaches the maximum recursion depth. The warning about a possibly looping simp theorem points to the same fault.

The repair deletes the `simp only` call, so the goal keeps its original determinant. `h2` still differentiates the expanded expression, and `congr_of_eventuallyEq` now carries that derivative over to the determinant. The equality it needs is `Matrix.det_one_add_smul w (green H W E)`, supplied for every `w` through `Filter.Eventually.of_forall`. The lemma is thus used as a single equation at each `w`, not as a repeated rewrite rule, and the loop cannot arise.
